# For finitely many sites, the dipolar plateau lies between zero and the mean of $1/r^6$

## Splitting a relaxation rate into slow and fast parts

To calculate a dipolar relaxation rate for a flexible molecule, one often splits the internal correlation function of a spin pair into a constant $G$ and a decaying remainder. If the internal motion has one correlation time $\tau_i$ and is independent of an isotropic overall tumbling with time $\tau_c$, the spectral density is, up to a constant factor,

$$J(\omega)\propto G\,\frac{\tau_c}{1+\omega^2\tau_c^2}+(A-G)\,\frac{\tau'}{1+\omega^2\tau'^2},\qquad \frac1{\tau'}=\frac1{\tau_c}+\frac1{\tau_i},$$

where $A$ is the initial value of the internal correlation function. Each term can be read as a spectral density of its own only if its amplitude is nonnegative. For motion among finitely many sites, the bounds $0\le G\le A$ guarantee it, and they place the order parameter $S^2=G/A$ between 0 and 1.

## A spin pair jumping among sites

In a frame fixed to the tumbling molecule, the vector joining the two spins jumps among sites $i$. Site $i$ has population $w_i>0$, length $r_i>0$ and unit direction $n_i\in\mathbb R^3$, and the populations sum to 1. With $P_2(x)=(3x^2-1)/2$, the internal correlation function is the average of $P_2(n(0)\cdot n(t))/(r(0)^3r(t)^3)$. At $t=0$ both sites are the same and $P_2(1)=1$, so

$$A=\sum_i\frac{w_i}{r_i^6}.$$

At long times, if the jumps erase the memory of the starting site, the joint probability of sites $i$ and $j$ becomes $w_iw_j$, and the correlation function levels off at

$$G=\sum_{i,j}w_iw_j\frac{P_2(n_i\cdot n_j)}{r_i^3r_j^3}.$$

As an example, take two equally populated conformers with proton distances of 2.5 Å and 5.0 Å. In units of $(2.5\ \text{Å})^{-6}$, $A=\tfrac12(1+\tfrac1{64})=\tfrac{65}{128}$. If the directions are parallel, $G=\tfrac14(1+\tfrac18)^2=\tfrac{81}{256}$, so $S^2=81/130\approx0.62$, although the direction never changes. If they are perpendicular, the cross terms carry $P_2(0)=-\tfrac12$, which gives $G=\tfrac{57}{256}$ and $S^2=57/130\approx0.44$.

## The lower bound from a mean tensor

Individual terms of $G$ can be negative, so the lower bound needs the whole sum. Assign to a unit vector $u$ the traceless tensor $T(u)_{ab}=(3u_au_b-\delta_{ab})/2$. For unit vectors $u,v$,

$$\sum_{a,b}T(u)_{ab}T(v)_{ab}=\tfrac14\left[9(u\cdot v)^2-3\,u\cdot u-3\,v\cdot v+3\right]=\tfrac14\left[9(u\cdot v)^2-3\right]=\tfrac32P_2(u\cdot v).$$

Let $D=\sum_i (w_i/r_i^3)\,T(n_i)$. Inserting the contraction into $G$ and carrying out the sums over sites first gives

$$G=\tfrac23\sum_{a,b}D_{ab}^2\ge0,$$

with $G=0$ exactly when $D=0$.

Zero is attained. Put three sites along the Cartesian axes $e_0,e_1,e_2$ with $w_i=r_i^3/\sum_jr_j^3$. Every factor $w_i/r_i^3$ is then the same, and $T(e_0)+T(e_1)+T(e_2)=0$, because $\sum_i e_ie_i^{\mathsf T}$ is the identity. The distances may differ.

## The upper bound from pairs of sites

Define the mismatch of two sites by

$$M_{ij}=\left(\frac1{r_i^3}-\frac1{r_j^3}\right)^2+\frac{3\left(1-(n_i\cdot n_j)^2\right)}{r_i^3r_j^3}.$$

Expanding the square and collecting the terms over $r_i^3r_j^3$ gives

$$M_{ij}=\frac1{r_i^6}+\frac1{r_j^6}+\frac{1-3(n_i\cdot n_j)^2}{r_i^3r_j^3}=\frac1{r_i^6}+\frac1{r_j^6}-\frac{2P_2(n_i\cdot n_j)}{r_i^3r_j^3}.$$

Multiply by $w_iw_j/2$ and sum. Since the populations sum to 1, each of the first two terms contributes $A/2$, so

$$A-G=\tfrac12\sum_{i,j}w_iw_jM_{ij}.$$

For unit vectors, Lagrange's identity reads $1-(u\cdot v)^2=|u\times v|^2\ge0$. Hence $M_{ij}\ge0$ and $G\le A$.

If $G=A$, every $M_{ij}$ vanishes, because all the weights are positive. Its radial part gives $r_i=r_j$, and its angular part gives $n_i\cdot n_j=\pm1$. Then $|n_i\mp n_j|^2=2\mp2\,n_i\cdot n_j=0$ for the matching sign, so $n_i=\pm n_j$. Conversely, equal distances and directions equal up to sign make every $M_{ij}$ zero. A pair that only reverses its direction therefore keeps $S^2=1$, as does a single site.

## The statement in Lean

The sites form a finite type `ι`, and `w`, `r` and `n` give the population, distance and direction of each site. `plateau w r n` is $G$, `meanInvSixth w r` is $A$, `siteTensor` is $T$, `meanTensor` is $D$ and `mismatch` is $M$; "mismatch" is a name chosen here, not a textbook term. Gyromagnetic ratios and other constant prefactors are left out.

The main theorem, `plateau_bounds`, assumes positive populations (`hw`) with sum one (`hsum`), positive distances (`hr`) and unit directions (`hn`). Its conclusion has three parts: $0\le G$, $G\le A$, and $G=A$ if and only if every two sites have equal distances and directions equal up to sign. Strict positivity of the populations matters for the last part, since an unoccupied site could have any distance and direction without changing $G$ or $A$.

Unit length is written `n i ⬝ᵥ n i = 1`, with the ordinary dot product. Writing `‖n i‖ = 1` would look equivalent and be wrong: on `Fin 3 → ℝ`, Mathlib's norm is the largest absolute component. The vector $(1,1,1)$ would then qualify, and a single site with that direction would have $G=P_2(3)/r^6=13/r^6$, above the upper bound.

Time does not enter the theorems, which concern the double sum $G$. Its identification with the long-time limit of a correlation function rests on the loss of memory described above. A continuous distribution of distances and directions would require integrals in place of the finite sums.

```lean
import Mathlib

open Matrix

namespace DipolarPlateau

noncomputable section

variable {ι : Type*} [Fintype ι]

/-- The second Legendre polynomial. -/
def P2 (x : ℝ) : ℝ := (3 * x ^ 2 - 1) / 2

/-- The plateau of the dipolar correlation function for sites with populations `w`,
internuclear distances `r` (nonzero) and directions `n`. -/
def plateau (w r : ι → ℝ) (n : ι → Fin 3 → ℝ) : ℝ :=
  ∑ i, ∑ j, w i * w j * P2 (n i ⬝ᵥ n j) / (r i ^ 3 * r j ^ 3)

/-- The population average of `1 / r ^ 6`, for nonzero distances. -/
def meanInvSixth (w r : ι → ℝ) : ℝ := ∑ i, w i / r i ^ 6

/-- The angular tensor `(3 u uᵀ - 1) / 2` of an internuclear direction `u`. -/
def siteTensor (u : Fin 3 → ℝ) : Matrix (Fin 3) (Fin 3) ℝ :=
  Matrix.of fun a b => (3 * u a * u b - if a = b then 1 else 0) / 2

/-- The dipolar tensor averaged over the sites, each weighted by its population and by
`1 / r ^ 3`, for nonzero distances. -/
def meanTensor (w r : ι → ℝ) (n : ι → Fin 3 → ℝ) : Matrix (Fin 3) (Fin 3) ℝ :=
  Matrix.of fun a b => ∑ i, w i / r i ^ 3 * siteTensor (n i) a b

/-- The mismatch of two sites with nonzero distances `r`, `s` and directions `u`, `v`:
a radial part plus an angular part. -/
def mismatch (r s : ℝ) (u v : Fin 3 → ℝ) : ℝ :=
  (1 / r ^ 3 - 1 / s ^ 3) ^ 2 + 3 * (1 - (u ⬝ᵥ v) ^ 2) / (r ^ 3 * s ^ 3)

/-- For unit vectors, `P2` of the cosine between them is two thirds of the full contraction
of their angular tensors. -/
theorem P2_eq_contraction {u v : Fin 3 → ℝ} (hu : u ⬝ᵥ u = 1) (hv : v ⬝ᵥ v = 1) :
    P2 (u ⬝ᵥ v) = 2 / 3 * ∑ a, ∑ b, siteTensor u a b * siteTensor v a b := by
  simp only [dotProduct, Fin.sum_univ_three] at hu hv
  simp [P2, siteTensor, dotProduct, Fin.sum_univ_three]
  linear_combination (1 / 2) * hu + (1 / 2) * hv

/-- For unit directions, the plateau is two thirds of the sum of the squared entries of the
averaged dipolar tensor. -/
theorem plateau_eq_tensor (w r : ι → ℝ) {n : ι → Fin 3 → ℝ} (hn : ∀ i, n i ⬝ᵥ n i = 1) :
    plateau w r n = 2 / 3 * ∑ a, ∑ b, meanTensor w r n a b ^ 2 := by
  simp only [plateau, meanTensor, Matrix.of_apply, Fin.sum_univ_three, sq,
    Finset.sum_mul_sum]
  simp only [mul_add, Finset.mul_sum, ← Finset.sum_add_distrib]
  -- compare the contributions of each pair of sites
  refine Finset.sum_congr rfl fun i _ => Finset.sum_congr rfl fun j _ => ?_
  rw [P2_eq_contraction (hn i) (hn j)]
  simp only [Fin.sum_univ_three]
  ring

/-- For unit directions, the plateau vanishes exactly when the averaged dipolar tensor
vanishes. -/
theorem plateau_eq_zero_iff (w r : ι → ℝ) {n : ι → Fin 3 → ℝ}
    (hn : ∀ i, n i ⬝ᵥ n i = 1) : plateau w r n = 0 ↔ meanTensor w r n = 0 := by
  rw [plateau_eq_tensor w r hn]
  constructor
  · intro h
    have h0 : ∑ a, ∑ b, meanTensor w r n a b ^ 2 = 0 := by linarith
    ext a b
    have ha := (Finset.sum_eq_zero_iff_of_nonneg
      (fun a _ => Finset.sum_nonneg fun b _ => sq_nonneg _)).1 h0 a (Finset.mem_univ a)
    have hb := (Finset.sum_eq_zero_iff_of_nonneg
      (fun b _ => sq_nonneg _)).1 ha b (Finset.mem_univ b)
    exact (pow_eq_zero_iff two_ne_zero).1 hb
  · intro h
    simp [h]

/-- The squared cosine between two unit vectors is at most one, and equals one exactly when
they agree up to sign. -/
theorem sq_cos_le_one {u v : Fin 3 → ℝ} (hu : u ⬝ᵥ u = 1) (hv : v ⬝ᵥ v = 1) :
    (u ⬝ᵥ v) ^ 2 ≤ 1 ∧ ((u ⬝ᵥ v) ^ 2 = 1 ↔ u = v ∨ u = -v) := by
  refine ⟨?_, ?_, ?_⟩
  · -- Lagrange's identity: the defect is the squared cross product
    simp only [dotProduct, Fin.sum_univ_three] at hu hv ⊢
    have L : 1 - (u 0 * v 0 + u 1 * v 1 + u 2 * v 2) ^ 2 = (u 0 * v 1 - u 1 * v 0) ^ 2
        + (u 1 * v 2 - u 2 * v 1) ^ 2 + (u 2 * v 0 - u 0 * v 2) ^ 2 := by
      linear_combination -(v 0 * v 0 + v 1 * v 1 + v 2 * v 2) * hu - hv
    have : 0 ≤ 1 - (u 0 * v 0 + u 1 * v 1 + u 2 * v 2) ^ 2 := by rw [L]; positivity
    linarith
  · intro h
    have hx : (u ⬝ᵥ v - 1) * (u ⬝ᵥ v + 1) = 0 := by linear_combination h
    have hc := dotProduct_comm v u
    rcases mul_eq_zero.1 hx with h1 | h1
    · left
      have h2 : (u - v) ⬝ᵥ (u - v) = 0 := by
        rw [sub_dotProduct, dotProduct_sub, dotProduct_sub]
        linarith
      exact sub_eq_zero.1 (dotProduct_self_eq_zero.1 h2)
    · right
      have h2 : (u + v) ⬝ᵥ (u + v) = 0 := by
        rw [add_dotProduct, dotProduct_add, dotProduct_add]
        linarith
      exact eq_neg_of_add_eq_zero_left (dotProduct_self_eq_zero.1 h2)
  · rintro (h | h)
    · rw [h, hv]; norm_num
    · rw [h, neg_dotProduct, hv]; norm_num

/-- For positive distances and unit directions, the mismatch of two sites is nonnegative, and
it vanishes exactly when the distances agree and the directions agree up to sign. -/
theorem mismatch_nonneg {r s : ℝ} {u v : Fin 3 → ℝ} (hr : 0 < r) (hs : 0 < s)
    (hu : u ⬝ᵥ u = 1) (hv : v ⬝ᵥ v = 1) :
    0 ≤ mismatch r s u v ∧ (mismatch r s u v = 0 ↔ r = s ∧ (u = v ∨ u = -v)) := by
  obtain ⟨hle, hiff⟩ := sq_cos_le_one hu hv
  have hp : 0 < r ^ 3 * s ^ 3 := by positivity
  have hA := sq_nonneg (1 / r ^ 3 - 1 / s ^ 3)
  have hB : 0 ≤ 3 * (1 - (u ⬝ᵥ v) ^ 2) / (r ^ 3 * s ^ 3) :=
    div_nonneg (by linarith) hp.le
  refine ⟨add_nonneg hA hB, ?_, ?_⟩
  · intro h
    unfold mismatch at h
    -- the radial and the angular part vanish separately
    have hA0 : (1 / r ^ 3 - 1 / s ^ 3) ^ 2 = 0 := by linarith
    have hB0 : 3 * (1 - (u ⬝ᵥ v) ^ 2) / (r ^ 3 * s ^ 3) = 0 := by linarith
    have h1 := sub_eq_zero.1 ((pow_eq_zero_iff two_ne_zero).1 hA0)
    have h2 : r ^ 3 = s ^ 3 := by
      rw [one_div, one_div] at h1
      exact inv_injective h1
    have h3 := (div_eq_zero_iff.1 hB0).resolve_right hp.ne'
    exact ⟨(pow_left_inj₀ hr.le hs.le three_ne_zero).1 h2, hiff.1 (by linarith)⟩
  · rintro ⟨h1, h2⟩
    rw [mismatch, hiff.2 h2, h1]
    simp

/-- For populations summing to one, the average of `1 / r ^ 6` exceeds the plateau by half the
population-weighted sum of the mismatches over all ordered pairs of sites. -/
theorem deficit_eq {w : ι → ℝ} (r : ι → ℝ) (n : ι → Fin 3 → ℝ) (hw : ∑ i, w i = 1) :
    meanInvSixth w r - plateau w r n
      = 1 / 2 * ∑ i, ∑ j, w i * w j * mismatch (r i) (r j) (n i) (n j) := by
  -- write the average as a double sum in two ways
  have h1 : meanInvSixth w r = ∑ i, ∑ j, w i * w j / r i ^ 6 := by
    refine Finset.sum_congr rfl fun i _ => ?_
    calc w i / r i ^ 6 = w i / r i ^ 6 * ∑ j, w j := by rw [hw, mul_one]
      _ = ∑ j, w i * w j / r i ^ 6 := by
        rw [Finset.mul_sum]
        exact Finset.sum_congr rfl fun j _ => by ring
  have h2 : meanInvSixth w r = ∑ i, ∑ j, w i * w j / r j ^ 6 := by
    rw [h1, Finset.sum_comm]
    exact Finset.sum_congr rfl fun i _ => Finset.sum_congr rfl fun j _ => by ring
  have h3 : meanInvSixth w r - plateau w r n = 1 / 2 * (∑ i, ∑ j, w i * w j / r i ^ 6)
      + 1 / 2 * (∑ i, ∑ j, w i * w j / r j ^ 6) - plateau w r n := by
    rw [← h1, ← h2]; ring
  rw [h3, plateau]
  simp only [Finset.mul_sum, ← Finset.sum_add_distrib, ← Finset.sum_sub_distrib]
  refine Finset.sum_congr rfl fun i _ => Finset.sum_congr rfl fun j _ => ?_
  unfold mismatch P2
  ring

/-- For positive populations summing to one, positive distances and unit directions, the dipolar
plateau lies between zero and the average of `1 / r ^ 6`. It reaches the upper bound exactly when
all distances agree and all directions agree up to sign. -/
theorem plateau_bounds {w r : ι → ℝ} {n : ι → Fin 3 → ℝ} (hw : ∀ i, 0 < w i)
    (hsum : ∑ i, w i = 1) (hr : ∀ i, 0 < r i) (hn : ∀ i, n i ⬝ᵥ n i = 1) :
    0 ≤ plateau w r n ∧ plateau w r n ≤ meanInvSixth w r ∧
      (plateau w r n = meanInvSixth w r ↔
        ∀ i j, r i = r j ∧ (n i = n j ∨ n i = -n j)) := by
  have hm := fun i j => mismatch_nonneg (hr i) (hr j) (hn i) (hn j)
  have hd := deficit_eq r n hsum
  have ht : ∀ i j, 0 ≤ w i * w j * mismatch (r i) (r j) (n i) (n j) := fun i j =>
    mul_nonneg (mul_pos (hw i) (hw j)).le (hm i j).1
  have hs : ∀ i, 0 ≤ ∑ j, w i * w j * mismatch (r i) (r j) (n i) (n j) := fun i =>
    Finset.sum_nonneg fun j _ => ht i j
  have hS := Finset.sum_nonneg fun i (_ : i ∈ Finset.univ) => hs i
  refine ⟨?_, by linarith, ?_, ?_⟩
  · rw [plateau_eq_tensor w r hn]
    positivity
  · intro h i j
    -- a vanishing deficit forces every pair mismatch to vanish
    have h0 : ∑ i, ∑ j, w i * w j * mismatch (r i) (r j) (n i) (n j) = 0 := by linarith
    have hi := (Finset.sum_eq_zero_iff_of_nonneg fun i _ => hs i).1 h0 i (Finset.mem_univ i)
    have hj := (Finset.sum_eq_zero_iff_of_nonneg fun j _ => ht i j).1 hi j (Finset.mem_univ j)
    exact (hm i j).2.1 ((mul_eq_zero.1 hj).resolve_left (mul_pos (hw i) (hw j)).ne')
  · intro h
    have h0 : ∑ i, ∑ j, w i * w j * mismatch (r i) (r j) (n i) (n j) = 0 :=
      Finset.sum_eq_zero fun i _ => Finset.sum_eq_zero fun j _ => by
        rw [(hm i j).2.2 (h i j), mul_zero]
    linarith

/-- Three sites along the Cartesian axes, at any positive distances and with populations
proportional to `r ^ 3`, have zero plateau. -/
theorem plateau_orthogonal_sites {r : Fin 3 → ℝ} (hr : ∀ i, 0 < r i) :
    plateau (fun i => r i ^ 3 / ∑ j, r j ^ 3) r (fun i => Pi.single i 1) = 0 := by
  rw [plateau_eq_zero_iff _ _ (fun i => by simp)]
  have e : ∀ i, r i ^ 3 / (∑ j, r j ^ 3) / r i ^ 3 = 1 / ∑ j, r j ^ 3 := fun i => by
    rw [div_right_comm, div_self (pow_ne_zero 3 (hr i).ne')]
  -- the three angular tensors cancel
  have k : ∀ a b, ∑ i : Fin 3, siteTensor (Pi.single i 1) a b = 0 := by
    intro a b
    have c : ∀ x : Fin 3, x = 0 ∨ x = 1 ∨ x = 2 := by decide
    rcases c a with rfl | rfl | rfl <;> rcases c b with rfl | rfl | rfl <;>
      simp [siteTensor, Fin.sum_univ_three, Pi.single_apply] <;> norm_num
  ext a b
  simp only [meanTensor, Matrix.of_apply, e]
  rw [← Finset.mul_sum, k, mul_zero, Matrix.zero_apply]

end

end DipolarPlateau
```

```lean
#print axioms DipolarPlateau.plateau_bounds
#print axioms DipolarPlateau.plateau_orthogonal_sites
```

```
'DipolarPlateau.plateau_bounds' depends on axioms: [propext, Classical.choice, Quot.sound]
'DipolarPlateau.plateau_orthogonal_sites' depends on axioms: [propext, Classical.choice, Quot.sound]
```

## From the tensor identity to nonnegativity

`P2_eq_contraction` writes the contraction in components. The two sides differ only by multiples of $u\cdot u-1$ and $v\cdot v-1$, which `linear_combination` supplies with coefficients one half.

`plateau_eq_tensor` expands each squared entry of $D$ into a double sum over sites and exchanges the order of summation. The two `Finset.sum_congr` steps reduce the claim to a single pair, where the contraction identity applies. The plateau is now a sum of squares, and `positivity` gives the lower bound in the main theorem.

`plateau_eq_zero_iff` uses twice that a vanishing sum of nonnegative terms has only zero terms, first for the rows of $D$ and then for the entries in a row. `plateau_orthogonal_sites` applies this criterion: `e` shows that the three prefactors agree, and `k` checks the cancellation of the site tensors entry by entry.

## From pair mismatches to the equality case

`sq_cos_le_one` proves Lagrange's identity in components. For the equality case it factors $(u\cdot v)^2-1$ and shows that either $u-v$ or $u+v$ has zero dot product with itself.

`mismatch_nonneg` adds the radial and angular parts. If their sum is zero, `linarith` makes each part zero. Equal inverse cubes then give equal cubes, and positivity of the distances gives equal distances.

`deficit_eq` writes $A$ as a double sum in two ways, once with $r_i$ and once with $r_j$, the second obtained by `Finset.sum_comm`. After half of each is taken, `ring` verifies the expansion of $M_{ij}$ pair by pair. This identity needs the populations to sum to one, but not unit directions.

In `plateau_bounds`, `ht` states that each weighted mismatch is nonnegative, and `hS` that their double sum is. With the identity for $A-G$, `linarith` yields the upper bound. If the bound is attained, the double sum is zero, and so is each of its terms. Dividing out the positive factor $w_iw_j$ leaves $M_{ij}=0$, from which `mismatch_nonneg` gives the condition on the two sites. The converse sets every mismatch to zero and reads the same identity backwards.
